# A quartic bound on the PAW logarithmic-derivative error, given values and energy derivatives matched at two energies and a bounded fourth derivative

Let $u(e)$ and $s(e)$ be the value and radial slope, at the matching radius, of the wave that solves the PAW radial equation at energy $e$, and let $v(e)$ and $t(e)$ be the same quantities for the all-electron wave at that energy. The logarithmic derivatives are $s/u$ and $t/v$, and I write $f = s/u - t/v$ for their mismatch. Primes on $f$ mean energy derivatives.

My dataset has two reference energies $p<q$ in one angular-momentum channel, and at both of them $f=f'=0$. If $|f''''|\le M$ on an energy window $[a,b]$ with $p$ and $q$ inside, I believe that

$$|f(e)|\le \frac{M}{24}(e-p)^2(e-q)^2\qquad\text{for every } e\in[a,b].$$

Is that correct up to the ends of the window, and is the constant the best possible? I would like a full derivation and a proof that Lean 4 accepts.

## Subtracting a quartic and counting zeros

The bound holds up to the ends of the window, provided that the boundary data are smooth and neither wave has a node at the matching radius for any energy in the window. The constant is the best possible for general smooth functions $f$; whether the solutions of actual radial equations can attain it is not examined here.

If $u,s,v,t$ are four times continuously differentiable on $[a,b]$ and $u,v$ have no zeros there, both quotients are $C^4$, and so is $f$. Equal logarithmic derivatives at $p$ and $q$ give $f(p)=f(q)=0$; equal energy derivatives give $f'(p)=f'(q)=0$.

Let $w(x)=(x-p)^2(x-q)^2$. Its derivatives are

$$\begin{aligned}
w'&=2(x-p)(x-q)^2+2(x-p)^2(x-q),\\
w''&=2(x-q)^2+8(x-p)(x-q)+2(x-p)^2,\\
w'''&=12\,[(x-p)+(x-q)],\qquad w''''=24.
\end{aligned}$$

At $e=p$ or $e=q$ both sides of the bound are zero. For any other $e$ in the window, $w(e)\neq0$, so we can set $K=f(e)/w(e)$ and $G=f-Kw$.

1. $G$ vanishes at the three distinct energies $e,p,q$. By Rolle's theorem, $G'$ has a zero strictly between each neighbouring pair, which makes two.
2. $G'$ also vanishes at $p$ and $q$, because $f'$ and $w'$ do. It therefore has four distinct zeros.
3. Rolle's theorem then gives three zeros of $G''$, two of $G'''$ and one of $G''''$, at some $\xi\in[a,b]$.
4. There $0=f''''(\xi)-24K$, so

$$f(e)=\frac{f''''(\xi)}{24}(e-p)^2(e-q)^2.$$

Taking absolute values gives the bound.

Between the reference energies,

$$(q-p)^2-4(e-p)(q-e)=\big[(e-p)-(q-e)\big]^2\ge0,$$

so $(e-p)(q-e)\le(q-p)^2/4$. Squaring this and multiplying by $M/24$ yields $|f(e)|\le M(q-p)^4/384$.

The constant $1/24$ is the best possible for this class of functions: $f=(M/24)\,w$ with $M\ge0$ satisfies all the conditions on $f$ and attains the bound at every energy.

In the limiting case $M=0$ the mismatch vanishes on the whole window. Then $f$ is a polynomial of degree at most three with two double zeros, which forces it to be zero.

## What the Lean theorem assumes about the waves

The main theorem is `paw_logDer_bound`. Its real functions `u s v t` are the boundary data above, `logDer u s` is $s/u$, and `mismatch u s v t` is $f$. The "partial wave" in the docstring of `logDer` is the solution at energy $e$, not a member of the fixed set of PAW partial waves.

- `ContDiffOn ℝ 4 u (Icc a b)` and its three companions state the smoothness in energy.
- `u0` and `v0` exclude nodes at the matching radius, where a logarithmic derivative has a pole.
- `hM` bounds the fourth derivative taken within $[a,b]$, which is one-sided at the endpoints.
- `hp` and `hq` put the reference energies strictly inside the window, while `he` allows $e$ to be an endpoint.
- `p0`, `q0`, `p1` and `q1` are the four matching conditions.

The radial equations do not enter: the theorem holds for any four functions with these properties. In a PAW dataset, agreement of the energy derivatives stands for the correct norm inside the matching sphere, restored by the augmentation part of the overlap. Here it is assumed. The number $M$ stands for how strongly the energy dependence of the two scattering responses differs at fourth order, and it must be supplied.

```lean
import Mathlib

open Set

namespace PAWLogDerivative

noncomputable section

/-- The logarithmic derivative `s(e) / u(e)` of a partial wave with value `u(e)` and radial
slope `s(e)` at the matching radius, for energies with `u(e) ≠ 0`. -/
def logDer (u s : ℝ → ℝ) (e : ℝ) : ℝ := s e / u e

/-- The PAW logarithmic derivative (value `u`, slope `s`) minus the all-electron one
(value `v`, slope `t`), for energies with `u(e) ≠ 0` and `v(e) ≠ 0`. -/
def mismatch (u s v t : ℝ → ℝ) (e : ℝ) : ℝ := logDer u s e - logDer v t e

/-- The quartic `(x - p)² (x - q)²` (index 0) and its successive derivatives in the energy. -/
def nodal (p q : ℝ) : ℕ → ℝ → ℝ
  | 0, x => (x - p) ^ 2 * (x - q) ^ 2
  | 1, x => 2 * (x - p) * (x - q) ^ 2 + (x - p) ^ 2 * (2 * (x - q))
  | 2, x => 2 * (x - q) ^ 2 + 8 * ((x - p) * (x - q)) + 2 * (x - p) ^ 2
  | 3, x => 12 * ((x - p) + (x - q))
  | 4, _ => 24
  | _, _ => 0

/-- Up to the fourth order, each member of the family `nodal` is the energy derivative of the
one before. -/
theorem nodal_hasDerivAt (p q x : ℝ) (k : ℕ) (hk : k < 4) :
    HasDerivAt (nodal p q k) (nodal p q (k + 1) x) x := by
  have hl : ∀ c : ℝ, HasDerivAt (fun y : ℝ => y - c) 1 x :=
    fun c => (hasDerivAt_id' x).sub_const c
  have hs : ∀ c : ℝ, HasDerivAt (fun y : ℝ => (y - c) ^ 2) (2 * (x - c)) x := by
    intro c
    have h := (hl c).fun_pow 2
    simpa using h
  interval_cases k
  · exact (hs p).fun_mul (hs q)
  · refine ((((hl p).const_mul 2).fun_mul (hs q)).fun_add
      ((hs p).fun_mul ((hl q).const_mul 2))).congr_deriv ?_
    change _ = 2 * (x - q) ^ 2 + 8 * ((x - p) * (x - q)) + 2 * (x - p) ^ 2
    ring
  · refine ((((hs q).const_mul 2).fun_add (((hl p).fun_mul (hl q)).const_mul 8)).fun_add
      ((hs p).const_mul 2)).congr_deriv ?_
    change _ = 12 * ((x - p) + (x - q))
    ring
  · refine (((hl p).fun_add (hl q)).const_mul 12).congr_deriv ?_
    change _ = (24 : ℝ)
    norm_num

/-- Rolle's theorem on an energy window: between two zeros of `g` its derivative vanishes. -/
theorem rolle_step {a b x y : ℝ} {g g' : ℝ → ℝ}
    (hg : ∀ z ∈ Icc a b, HasDerivWithinAt g (g' z) (Icc a b) z)
    (hx : x ∈ Icc a b) (hy : y ∈ Icc a b) (hxy : x < y) (gx : g x = 0) (gy : g y = 0) :
    ∃ z ∈ Icc a b, x < z ∧ z < y ∧ g' z = 0 := by
  have hsub : Icc x y ⊆ Icc a b := Icc_subset_Icc hx.1 hy.2
  obtain ⟨z, hz, h0⟩ := exists_hasDerivAt_eq_zero (f := g) (f' := g') hxy
    (fun z hz => ((hg z (hsub hz)).continuousWithinAt).mono hsub) (gx.trans gy.symm)
    (fun z hz => (hg z (hsub (Ioo_subset_Icc_self hz))).hasDerivAt
      (Icc_mem_nhds (hx.1.trans_lt hz.1) (hz.2.trans_le hy.2)))
  exact ⟨z, hsub (Ioo_subset_Icc_self hz), hz.1, hz.2, h0⟩

/-- If the first derivative in a chain of successive derivatives on `[a,b]` has four distinct
zeros there, the fourth derivative has a zero there. -/
theorem four_zeros {a b x y z w : ℝ} {G : ℕ → ℝ → ℝ}
    (hG : ∀ k < 4, ∀ x ∈ Icc a b, HasDerivWithinAt (G k) (G (k + 1) x) (Icc a b) x)
    (hx : x ∈ Icc a b) (hy : y ∈ Icc a b) (hz : z ∈ Icc a b) (hw : w ∈ Icc a b)
    (hxy : x < y) (hyz : y < z) (hzw : z < w)
    (gx : G 1 x = 0) (gy : G 1 y = 0) (gz : G 1 z = 0) (gw : G 1 w = 0) :
    ∃ ξ ∈ Icc a b, G 4 ξ = 0 := by
  -- four zeros of G 1 give three of G 2, two of G 3 and one of G 4
  obtain ⟨r, hr, _, r2, gr⟩ := rolle_step (hG 1 (by norm_num)) hx hy hxy gx gy
  obtain ⟨s, hs, s1, s2, gs⟩ := rolle_step (hG 1 (by norm_num)) hy hz hyz gy gz
  obtain ⟨t, ht, t1, _, gt⟩ := rolle_step (hG 1 (by norm_num)) hz hw hzw gz gw
  obtain ⟨m, hm, _, m2, gm⟩ := rolle_step (hG 2 (by norm_num)) hr hs (r2.trans s1) gr gs
  obtain ⟨n, hn, n1, _, gn⟩ := rolle_step (hG 2 (by norm_num)) hs ht (s2.trans t1) gs gt
  obtain ⟨ξ, hξ, _, _, h⟩ := rolle_step (hG 3 (by norm_num)) hm hn (m2.trans n1) gm gn
  exact ⟨ξ, hξ, h⟩

/-- Exact remainder: if `F 0`, with successive derivatives `F 1, …, F 4` on `[a,b]`, vanishes
together with `F 1` at `p < q`, then `F 0 e = F 4 ξ / 24 · (e - p)² (e - q)²` for some `ξ`
in `[a,b]`. -/
theorem hermite_remainder {a b p q e : ℝ} {F : ℕ → ℝ → ℝ}
    (hF : ∀ k < 4, ∀ x ∈ Icc a b, HasDerivWithinAt (F k) (F (k + 1) x) (Icc a b) x)
    (hp : p ∈ Icc a b) (hq : q ∈ Icc a b) (hpq : p < q) (he : e ∈ Icc a b)
    (p0 : F 0 p = 0) (q0 : F 0 q = 0) (p1 : F 1 p = 0) (q1 : F 1 q = 0) :
    ∃ ξ ∈ Icc a b, F 0 e = F 4 ξ / 24 * ((e - p) ^ 2 * (e - q) ^ 2) := by
  by_cases hep : e = p
  · exact ⟨p, hp, by rw [hep, p0]; ring⟩
  by_cases heq : e = q
  · exact ⟨q, hq, by rw [heq, q0]; ring⟩
  have hw : (e - p) ^ 2 * (e - q) ^ 2 ≠ 0 :=
    mul_ne_zero (pow_ne_zero 2 (sub_ne_zero.mpr hep)) (pow_ne_zero 2 (sub_ne_zero.mpr heq))
  obtain ⟨K, hK⟩ : ∃ K, F 0 e = K * ((e - p) ^ 2 * (e - q) ^ 2) :=
    ⟨_, (div_mul_cancel₀ _ hw).symm⟩
  -- subtract the multiple of the quartic that agrees with F 0 at e
  let G : ℕ → ℝ → ℝ := fun k x => F k x - K * nodal p q k x
  have hG : ∀ k < 4, ∀ x ∈ Icc a b, HasDerivWithinAt (G k) (G (k + 1) x) (Icc a b) x :=
    fun k hk x hx => (hF k hk x hx).sub
      ((nodal_hasDerivAt p q x k hk).hasDerivWithinAt.const_mul K)
  have ge : G 0 e = 0 := sub_eq_zero.mpr hK
  have gp : G 0 p = 0 := by
    change F 0 p - K * ((p - p) ^ 2 * (p - q) ^ 2) = 0
    rw [p0]; ring
  have gq : G 0 q = 0 := by
    change F 0 q - K * ((q - p) ^ 2 * (q - q) ^ 2) = 0
    rw [q0]; ring
  have gp1 : G 1 p = 0 := by
    change F 1 p - K * (2 * (p - p) * (p - q) ^ 2 + (p - p) ^ 2 * (2 * (p - q))) = 0
    rw [p1]; ring
  have gq1 : G 1 q = 0 := by
    change F 1 q - K * (2 * (q - p) * (q - q) ^ 2 + (q - p) ^ 2 * (2 * (q - q))) = 0
    rw [q1]; ring
  have h0 := hG 0 (by norm_num)
  have key : ∃ ξ ∈ Icc a b, G 4 ξ = 0 := by
    rcases lt_or_gt_of_ne hep with h | h
    · obtain ⟨r, hr, _, r2, gr⟩ := rolle_step h0 he hp h ge gp
      obtain ⟨s, hs, s1, s2, gs⟩ := rolle_step h0 hp hq hpq gp gq
      exact four_zeros hG hr hp hs hq r2 s1 s2 gr gp1 gs gq1
    · rcases lt_or_gt_of_ne heq with h' | h'
      · obtain ⟨r, hr, r1, r2, gr⟩ := rolle_step h0 hp he h gp ge
        obtain ⟨s, hs, s1, s2, gs⟩ := rolle_step h0 he hq h' ge gq
        exact four_zeros hG hp hr hs hq r1 (r2.trans s1) s2 gp1 gr gs gq1
      · obtain ⟨r, hr, r1, r2, gr⟩ := rolle_step h0 hp hq hpq gp gq
        obtain ⟨s, hs, s1, _, gs⟩ := rolle_step h0 hq he h' gq ge
        exact four_zeros hG hp hr hq hs r1 r2 s1 gp1 gr gq1 gs
  obtain ⟨ξ, hξ, h⟩ := key
  have h4 : F 4 ξ - K * 24 = 0 := h
  refine ⟨ξ, hξ, ?_⟩
  rw [hK]
  linear_combination (-((e - p) ^ 2 * (e - q) ^ 2) / 24) * h4

/-- A C⁴ function on `[a,b]` with fourth derivative bounded by `M`, vanishing with its first
derivative at `p < q` inside, is at most `(M/24)(e - p)²(e - q)²` in size on `[a,b]`. -/
theorem error_bound {a b p q e M : ℝ} {f : ℝ → ℝ} (hf : ContDiffOn ℝ 4 f (Icc a b))
    (hM : ∀ x ∈ Icc a b, |iteratedDerivWithin 4 f (Icc a b) x| ≤ M)
    (hp : p ∈ Ioo a b) (hq : q ∈ Ioo a b) (hpq : p < q) (he : e ∈ Icc a b)
    (p0 : f p = 0) (q0 : f q = 0) (p1 : deriv f p = 0) (q1 : deriv f q = 0) :
    |f e| ≤ M / 24 * (e - p) ^ 2 * (e - q) ^ 2 := by
  have hu : UniqueDiffOn ℝ (Icc a b) := uniqueDiffOn_Icc (hp.1.trans hp.2)
  have hd : ∀ x ∈ Ioo a b, iteratedDerivWithin 1 f (Icc a b) x = deriv f x := by
    intro x hx
    rw [iteratedDerivWithin_one, derivWithin_of_mem_nhds (Icc_mem_nhds hx.1 hx.2)]
  obtain ⟨ξ, hξ, h⟩ := hermite_remainder (F := fun k => iteratedDerivWithin k f (Icc a b))
    (fun k hk x hx => by
      have h := (hf.differentiableOn_iteratedDerivWithin (m := k)
        (by exact_mod_cast hk) hu x hx).hasDerivWithinAt
      rw [← iteratedDerivWithin_succ] at h
      exact h)
    (Ioo_subset_Icc_self hp) (Ioo_subset_Icc_self hq) hpq he
    (by simpa only [iteratedDerivWithin_zero] using p0)
    (by simpa only [iteratedDerivWithin_zero] using q0)
    ((hd p hp).trans p1) ((hd q hq).trans q1)
  simp only [iteratedDerivWithin_zero] at h
  obtain ⟨h1, h2⟩ := abs_le.mp (hM ξ hξ)
  have hw : 0 ≤ (e - p) ^ 2 * (e - q) ^ 2 := by positivity
  have l1 := mul_nonneg (neg_le_iff_add_nonneg.mp h1) hw
  have l2 := mul_nonneg (sub_nonneg.mpr h2) hw
  rw [h, abs_le]
  constructor <;> nlinarith [l1, l2]

/-- PAW transferability bound: let the boundary values and slopes be C⁴ in the energy on `[a,b]`,
the values nonzero, and the PAW and all-electron logarithmic derivatives agree with their energy
derivatives at `p < q` inside. If the fourth derivative of the mismatch is bounded by `M`, the
mismatch is at most `(M/24)(e - p)²(e - q)²` in size on `[a,b]`. -/
theorem paw_logDer_bound {a b p q e M : ℝ} {u s v t : ℝ → ℝ}
    (hu : ContDiffOn ℝ 4 u (Icc a b)) (hs : ContDiffOn ℝ 4 s (Icc a b))
    (hv : ContDiffOn ℝ 4 v (Icc a b)) (ht : ContDiffOn ℝ 4 t (Icc a b))
    (u0 : ∀ x ∈ Icc a b, u x ≠ 0) (v0 : ∀ x ∈ Icc a b, v x ≠ 0)
    (hM : ∀ x ∈ Icc a b, |iteratedDerivWithin 4 (mismatch u s v t) (Icc a b) x| ≤ M)
    (hp : p ∈ Ioo a b) (hq : q ∈ Ioo a b) (hpq : p < q) (he : e ∈ Icc a b)
    (p0 : logDer u s p = logDer v t p) (q0 : logDer u s q = logDer v t q)
    (p1 : deriv (logDer u s) p = deriv (logDer v t) p)
    (q1 : deriv (logDer u s) q = deriv (logDer v t) q) :
    |logDer u s e - logDer v t e| ≤ M / 24 * (e - p) ^ 2 * (e - q) ^ 2 := by
  have c1 : ContDiffOn ℝ 4 (logDer u s) (Icc a b) := hs.div hu u0
  have c2 : ContDiffOn ℝ 4 (logDer v t) (Icc a b) := ht.div hv v0
  -- equal energy derivatives make the derivative of the mismatch vanish
  have hd : ∀ x ∈ Ioo a b, deriv (logDer u s) x = deriv (logDer v t) x →
      deriv (mismatch u s v t) x = 0 := by
    intro x hx h
    have hn := Icc_mem_nhds hx.1 hx.2
    have d1 := ((c1.differentiableOn (by norm_num)).differentiableAt hn).hasDerivAt
    have d2 := ((c2.differentiableOn (by norm_num)).differentiableAt hn).hasDerivAt
    exact (d1.sub d2).deriv.trans (sub_eq_zero.mpr h)
  exact error_bound (f := mismatch u s v t) (c1.sub c2) hM hp hq hpq he
    (sub_eq_zero.mpr p0) (sub_eq_zero.mpr q0) (hd p hp p1) (hd q hq q1)

/-- The bound is attained: for `M ≥ 0` the quartic `(M/24)(x - p)²(x - q)²` vanishes with its
derivative at `p` and `q`, has fourth derivative `M`, and equals its own absolute value. -/
theorem bound_attained (p q M : ℝ) (hM : 0 ≤ M) (f : ℝ → ℝ)
    (hf : f = fun x => M / 24 * (x - p) ^ 2 * (x - q) ^ 2) :
    f p = 0 ∧ f q = 0 ∧ deriv f p = 0 ∧ deriv f q = 0 ∧ (∀ x, iteratedDeriv 4 f x = M) ∧
      ∀ x, |f x| = M / 24 * (x - p) ^ 2 * (x - q) ^ 2 := by
  have key : ∀ k ≤ 4, iteratedDeriv k f = fun x => M / 24 * nodal p q k x := by
    intro k
    induction k with
    | zero =>
      intro _
      rw [iteratedDeriv_zero, hf]
      funext x
      change _ = M / 24 * ((x - p) ^ 2 * (x - q) ^ 2)
      ring
    | succ k ih =>
      intro hk
      rw [iteratedDeriv_succ, ih (by omega)]
      exact funext fun x => ((nodal_hasDerivAt p q x k (by omega)).const_mul (M / 24)).deriv
  have h1 := key 1 (by norm_num)
  rw [iteratedDeriv_one] at h1
  refine ⟨by rw [hf]; ring, by rw [hf]; ring, ?_, ?_, fun x => ?_, fun x => ?_⟩
  · rw [h1]
    change M / 24 * (2 * (p - p) * (p - q) ^ 2 + (p - p) ^ 2 * (2 * (p - q))) = 0
    ring
  · rw [h1]
    change M / 24 * (2 * (q - p) * (q - q) ^ 2 + (q - p) ^ 2 * (2 * (q - q))) = 0
    ring
  · rw [key 4 le_rfl]
    change M / 24 * 24 = M
    ring
  · rw [hf]
    exact abs_of_nonneg (by positivity)

/-- Between the two reference energies, a mismatch that obeys the quartic bound with `M ≥ 0` is
at most `M (q - p)⁴ / 384` in size. -/
theorem window_bound {p q e M y : ℝ} (hM : 0 ≤ M) (he : e ∈ Icc p q)
    (h : |y| ≤ M / 24 * (e - p) ^ 2 * (e - q) ^ 2) : |y| ≤ M * (q - p) ^ 4 / 384 := by
  have h0 : 0 ≤ (e - p) * (q - e) := mul_nonneg (sub_nonneg.mpr he.1) (sub_nonneg.mpr he.2)
  have h1 : (e - p) * (q - e) ≤ (q - p) ^ 2 / 4 := by
    nlinarith [sq_nonneg ((e - p) - (q - e))]
  have h2 := mul_le_mul_of_nonneg_left (pow_le_pow_left₀ h0 h1 2)
    (by positivity : 0 ≤ M / 24)
  calc |y| ≤ M / 24 * (e - p) ^ 2 * (e - q) ^ 2 := h
    _ = M / 24 * ((e - p) * (q - e)) ^ 2 := by ring
    _ ≤ M / 24 * ((q - p) ^ 2 / 4) ^ 2 := h2
    _ = M * (q - p) ^ 4 / 384 := by ring

end

end PAWLogDerivative
```

```lean
#print axioms PAWLogDerivative.paw_logDer_bound
#print axioms PAWLogDerivative.bound_attained
#print axioms PAWLogDerivative.window_bound
```

```
'PAWLogDerivative.paw_logDer_bound' depends on axioms: [propext, Classical.choice, Quot.sound]
'PAWLogDerivative.bound_attained' depends on axioms: [propext, Classical.choice, Quot.sound]
'PAWLogDerivative.window_bound' depends on axioms: [propext, Classical.choice, Quot.sound]
```

## From Rolle's theorem to the PAW bound

`nodal p q k` is the $k$-th derivative of $w$ for $k\le4$, and `nodal_hasDerivAt` verifies the table of derivatives. `rolle_step` is Rolle's theorem inside the window, and `four_zeros` applies it six times: three zeros, then two, then one.

`hermite_remainder` contains the central argument. It works with a chain `F 0, …, F 4` of successive derivatives and defines `G` by subtracting `K * nodal p q k x`. The proof splits into three cases, with $e$ below $p$, between $p$ and $q$, or above $q$, because the order of the four zeros of `G 1` differs. The final `linear_combination` solves $f''''(\xi)-24K=0$ for $K$ and inserts it into $f(e)=K\,w(e)$.

`error_bound` applies this remainder to the derivatives of a $C^4$ function within $[a,b]$ and turns `hM` into the inequality. `paw_logDer_bound` obtains the smoothness of the mismatch from the quotients and its zeros from the matching conditions.

`bound_attained` checks the extremal quartic. `window_bound` takes the quartic inequality as a hypothesis and derives the $1/384$ estimate, so it can be applied directly to the output of `paw_logDer_bound`.

## Reading a logarithmic-derivative scan

In electronic-structure work the bound concerns the transferability of a PAW dataset, for one channel of a fixed reference atom and an energy window free of nodes at the matching radius. A common test of such a dataset plots the PAW and all-electron logarithmic derivatives against energy.

From the same data one can compute $f(e)/[(e-p)^2(e-q)^2]$ away from the reference energies themselves. Under the hypotheses its size never exceeds $M/24$. If the values match at $p$ but the energy derivatives do not, the ratio grows like $1/|e-p|$ as $e$ approaches $p$, which can point to a fault in the norm or overlap terms. Very close to $p$ or $q$, rounding and integration errors dominate the ratio.

For a fixed $M$, doubling the separation $q-p$ raises the bound between the reference energies by a factor of 16.
